# Kato's projector series is idempotent at every order

A perturbation $\lambda V$ deforms the eigenspace of an isolated, possibly degenerate level of $H_0$, and Kato's formula gives the coefficients $P_n$ in the expansion $P(\lambda)=\sum_n\lambda^nP_n$ of the projector onto the deformed space. A projector must satisfy $P(\lambda)^2=P(\lambda)$, which requires $\sum_{i+j=n}P_iP_j=P_n$ at each order; the algebra below derives this from three relations between the unperturbed projector and the reduced resolvent.

```lean
import Mathlib

open Finset

namespace KatoProjector

variable {A : Type*} [Ring A] (P R V : A)

/-- The letters of Kato's expansion: `S_0 = -P`, and `S_k = R ^ k` for `k > 0`. -/
def letter (k : ℕ) : A := if k = 0 then -P else R ^ k

/-- The operator chain `S_(k0) V S_(k1) V ... V S_(kn)` with `n` perturbations. -/
def chain : (n : ℕ) → (Fin (n + 1) → ℕ) → A
  | 0, k => letter P R (k 0)
  | n + 1, k => letter P R (k 0) * V * chain n (fun i => k i.succ)

/-- The sum of all chains with `n` perturbations whose indices have total `t`. -/
def chainSum (n t : ℕ) : A :=
  ∑ k ∈ Finset.Nat.antidiagonalTuple (n + 1) t, chain P R V n k

/-- Kato's coefficient of order `n`: minus the sum of all chains with `n` perturbations
and index total `n`. -/
def katoCoeff (n : ℕ) : A := -chainSum P R V n n

/-- The chain sum for an integer total, set to zero when the total is negative. -/
def chainInt (n : ℕ) (t : ℤ) : A := if t < 0 then 0 else chainSum P R V n t.toNat

/-- The unit step on the integers: one from `1` upwards, zero below. -/
def step (m : ℤ) : ℤ := if 1 ≤ m then 1 else 0

local notation "S" => letter P R
local notation "W" => chainSum P R V
local notation "Z" => chainInt P R V

/-- A chain sum without perturbation is a single letter. -/
theorem chainSum_zero (t : ℕ) : W 0 t = S t := by
  simp [chainSum, chain, Finset.Nat.antidiagonalTuple_one]

/-- Splitting off the first letter and the first perturbation of every chain. -/
theorem chainSum_succ (n t : ℕ) :
    W (n + 1) t = ∑ p ∈ antidiagonal t, S p.1 * V * W n p.2 := by
  unfold chainSum
  simp_rw [Finset.mul_sum]
  rw [Finset.sum_sigma']
  refine Finset.sum_bij'
    (fun k _ => ⟨(k 0, ∑ i : Fin (n + 1), k i.succ), fun i => k i.succ⟩)
    (fun x _ => (Fin.cons x.1.1 x.2 : Fin (n + 2) → ℕ)) ?_ ?_ ?_ ?_ ?_
  · intro k hk
    rw [Finset.Nat.mem_antidiagonalTuple, Fin.sum_univ_succ] at hk
    exact Finset.mem_sigma.2 ⟨mem_antidiagonal.2 hk, Finset.Nat.mem_antidiagonalTuple.2 rfl⟩
  · rintro ⟨⟨a, b⟩, x⟩ h
    have h1 : a + b = t := mem_antidiagonal.1 (Finset.mem_sigma.1 h).1
    have h2 : ∑ i, x i = b := Finset.Nat.mem_antidiagonalTuple.1 (Finset.mem_sigma.1 h).2
    rw [Finset.Nat.mem_antidiagonalTuple, Fin.sum_univ_succ]
    simp only [Fin.cons_zero, Fin.cons_succ]
    rw [h2, h1]
  · intro k _
    exact Fin.cons_self_tail k
  · rintro ⟨⟨a, b⟩, x⟩ h
    have h2 : ∑ i, x i = b := Finset.Nat.mem_antidiagonalTuple.1 (Finset.mem_sigma.1 h).2
    subst h2
    simp only [Fin.cons_zero, Fin.cons_succ]
  · intro k _
    rfl

private theorem int_neg (n : ℕ) {t : ℤ} (h : t < 0) : Z n t = 0 := if_pos h

private theorem int_nat (n t : ℕ) : Z n (t : ℤ) = W n t := by
  simp [chainInt]

private theorem int_succ (n N : ℕ) (t : ℤ) (h : t < N) :
    Z (n + 1) t = ∑ k ∈ range N, S k * V * Z n (t - k) := by
  rcases lt_or_ge t 0 with ht | ht
  · rw [int_neg P R V _ ht]
    refine (Finset.sum_eq_zero fun k _ => ?_).symm
    rw [int_neg P R V n (by omega), mul_zero]
  · lift t to ℕ using ht
    rw [int_nat, chainSum_succ, Finset.Nat.sum_antidiagonal_eq_sum_range_succ_mk]
    have e : ∀ k ∈ range (t + 1), S k * V * W n (t - k) = S k * V * Z n ((t : ℤ) - k) := by
      intro k hk
      have := mem_range.1 hk
      rw [← Nat.cast_sub (by omega), int_nat]
    refine (Finset.sum_congr rfl e).trans (Finset.sum_subset ?_ fun k _ hk => ?_)
    · intro k hk
      have := mem_range.1 hk
      exact mem_range.2 (by omega)
    · have : ¬ k < t + 1 := fun h' => hk (mem_range.2 h')
      rw [int_neg P R V n (by omega), mul_zero]

variable {P R}

/-- For `P` idempotent and `PR = RP = 0`, two adjacent letters merge into one letter
carrying the sum of their indices, times a difference of unit steps. -/
theorem letter_mul (hP : P * P = P) (hPR : P * R = 0) (hRP : R * P = 0) (a b : ℤ) :
    Z 0 a * Z 0 b = (step a - step (1 - b)) • Z 0 (a + b) := by
  by_cases hneg : a < 0 ∨ b < 0
  · have h0 : Z 0 a * Z 0 b = 0 := by
      rcases hneg with h | h <;> simp [int_neg P R V 0 h]
    rw [h0]
    by_cases hab : a + b < 0
    · rw [int_neg P R V 0 hab, smul_zero]
    · have hc : step a - step (1 - b) = 0 := by
        unfold step; split_ifs <;> omega
      rw [hc, zero_smul]
  · lift a to ℕ using by omega
    lift b to ℕ using by omega
    rw [← Nat.cast_add, int_nat, int_nat, int_nat]
    simp only [chainSum_zero]
    rcases a with _ | a <;> rcases b with _ | b
    · simp [letter, step, hP]
    · have hc : step ((0 : ℕ) : ℤ) - step (1 - ((b + 1 : ℕ) : ℤ)) = 0 := by
        unfold step; split_ifs <;> omega
      rw [hc, zero_smul]
      simp [letter, pow_succ', ← mul_assoc, hPR]
    · have hc : step ((a + 1 : ℕ) : ℤ) - step (1 - ((0 : ℕ) : ℤ)) = 0 := by
        unfold step; split_ifs <;> omega
      rw [hc, zero_smul]
      simp [letter, pow_succ, mul_assoc, hRP]
    · have hc : step ((a + 1 : ℕ) : ℤ) - step (1 - ((b + 1 : ℕ) : ℤ)) = 1 := by
        unfold step; split_ifs <;> omega
      rw [hc, one_smul]
      simp only [letter, if_neg (Nat.succ_ne_zero _), ← pow_add]
      rw [if_neg (by omega)]

/-- For `P` idempotent and `PR = RP = 0`: cutting chains at every position `j`, with total
`j + a` on the left, gives the whole chain sum times a difference of unit steps. -/
theorem sum_cuts (hP : P * P = P) (hPR : P * R = 0) (hRP : R * P = 0) (n : ℕ) :
    ∀ a t : ℤ, ∑ j ∈ range (n + 1), Z j (j + a) * Z (n - j) (t - j - a)
      = (step a - step (n + 1 + a - t)) • Z n t := by
  induction n with
  | zero =>
    intro a t
    have h := letter_mul V hP hPR hRP a (t - a)
    rw [show a + (t - a) = t by ring, show 1 - (t - a) = 1 + a - t by ring] at h
    simpa using h
  | succ n ih =>
    intro a t
    obtain ⟨M, hM⟩ : ∃ M : ℕ, M = t.natAbs + n + 2 := ⟨_, rfl⟩
    obtain ⟨N, hN⟩ : ∃ N : ℕ, N = a.natAbs + M := ⟨_, rfl⟩
    -- cuts behind the first letter: the induction hypothesis
    have h1 : ∑ j ∈ range (n + 1), Z (j + 1) (((j + 1 : ℕ) : ℤ) + a)
        * Z (n + 1 - (j + 1)) (t - ((j + 1 : ℕ) : ℤ) - a)
        = ∑ k ∈ range N, (step (a + 1 - k) - step (n + 2 + a - t)) •
          (S k * V * Z n (t - k)) := by
      calc _ = ∑ j ∈ range (n + 1), ∑ k ∈ range N, S k * V *
            (Z j (j + (a + 1 - k)) * Z (n - j) (t - k - j - (a + 1 - k))) := by
            refine Finset.sum_congr rfl fun j hj => ?_
            have hj' := mem_range.1 hj
            rw [int_succ P R V j N _ (by push_cast; omega), Finset.sum_mul,
              Nat.add_sub_add_right]
            refine Finset.sum_congr rfl fun k _ => ?_
            rw [show ((j + 1 : ℕ) : ℤ) + a - k = j + (a + 1 - k) by push_cast; ring,
              show t - ((j + 1 : ℕ) : ℤ) - a = t - k - j - (a + 1 - k) by push_cast; ring,
              mul_assoc (S k * V)]
        _ = _ := by
            rw [Finset.sum_comm]
            refine Finset.sum_congr rfl fun k _ => ?_
            rw [← Finset.mul_sum, ih, mul_smul_comm,
              show (n : ℤ) + 1 + (a + 1 - k) - (t - k) = n + 2 + a - t by ring]
    -- the cut through the first letter: merging of two letters
    have h0 : Z 0 a * Z (n + 1) (t - a)
        = ∑ k ∈ range N, (step a - step (a + 1 - k)) • (S k * V * Z n (t - k)) := by
      have key : ∀ k : ℕ, (step a - step (a + 1 - k)) • (S k * V * Z n (t - k))
          = Z 0 a * Z 0 (k - a) * V * Z n (t - k) := by
        intro k
        rw [letter_mul V hP hPR hRP, show a + ((k : ℤ) - a) = k by ring,
          show 1 - ((k : ℤ) - a) = a + 1 - k by ring, int_nat, chainSum_zero,
          smul_mul_assoc, smul_mul_assoc]
      rw [Finset.sum_congr rfl fun k _ => key k]
      rcases lt_or_ge a 0 with ha | ha
      · simp [int_neg P R V 0 ha]
      · lift a to ℕ using ha
        rw [show N = a + M by omega, Finset.sum_range_add, Finset.sum_eq_zero, zero_add,
          int_succ P R V n M _ (by omega), Finset.mul_sum]
        · refine Finset.sum_congr rfl fun m _ => ?_
          rw [show ((a + m : ℕ) : ℤ) - a = m by push_cast; ring,
            show t - ((a + m : ℕ) : ℤ) = t - a - m by push_cast; ring]
          simp only [int_nat, chainSum_zero, mul_assoc]
        · intro k hk
          have := mem_range.1 hk
          rw [int_neg P R V 0 (show (k : ℤ) - a < 0 by omega)]
          simp
    rw [Finset.sum_range_succ', h1]
    simp only [Nat.cast_zero, zero_add, sub_zero, Nat.sub_zero]
    rw [h0, ← Finset.sum_add_distrib, int_succ P R V n N t (by omega), Finset.smul_sum]
    refine Finset.sum_congr rfl fun k _ => ?_
    rw [← add_smul, show ((n + 1 : ℕ) : ℤ) + 1 + a - t = n + 2 + a - t by push_cast; ring]
    congr 1
    ring

/-- Kato's projector is idempotent at every order: if `P` is idempotent and `PR = RP = 0`,
the products `P_i P_j` with `i + j = n` sum to `P_n`. -/
theorem kato_idempotent (hP : P * P = P) (hPR : P * R = 0) (hRP : R * P = 0) (n : ℕ) :
    ∑ p ∈ antidiagonal n, katoCoeff P R V p.1 * katoCoeff P R V p.2
      = katoCoeff P R V n := by
  have h := sum_cuts V hP hPR hRP n 0 n
  have hc : step 0 - step ((n : ℤ) + 1 + 0 - n) = -1 := by
    unfold step; split_ifs <;> omega
  rw [hc, int_nat, neg_smul, one_smul] at h
  rw [Finset.Nat.sum_antidiagonal_eq_sum_range_succ_mk]
  refine Eq.trans (Finset.sum_congr rfl fun j hj => ?_) h
  have := mem_range.1 hj
  simp only [katoCoeff]
  rw [neg_mul_neg, add_zero, sub_zero, ← Nat.cast_sub (by omega), int_nat, int_nat]

/-- If `P` is idempotent and `PR = RP = 0`, the formal power series with Kato's
coefficients is idempotent. -/
theorem kato_series_idempotent (hP : P * P = P) (hPR : P * R = 0) (hRP : R * P = 0) :
    PowerSeries.mk (katoCoeff P R V) * PowerSeries.mk (katoCoeff P R V)
      = PowerSeries.mk (katoCoeff P R V) := by
  ext n
  simp only [PowerSeries.coeff_mul, PowerSeries.coeff_mk]
  exact kato_idempotent V hP hPR hRP n

/-- The first-order coefficient is `PVR + RVP`. -/
theorem kato_first_order : katoCoeff P R V 1 = P * V * R + R * V * P := by
  change -chainSum P R V (0 + 1) 1 = _
  rw [chainSum_succ, Finset.Nat.sum_antidiagonal_succ]
  simp [chainSum_zero, letter]
  abel

/-- Two-level matrices `P = diag(1, 0)` and `R = diag(0, -1)` meet the three relations, and
an off-diagonal perturbation gives a non-zero first-order coefficient. -/
theorem kato_witness :
    let p : Matrix (Fin 2) (Fin 2) ℂ := !![1, 0; 0, 0]
    let r : Matrix (Fin 2) (Fin 2) ℂ := !![0, 0; 0, -1]
    p * p = p ∧ p * r = 0 ∧ r * p = 0 ∧
      katoCoeff p r !![0, 1; 1, 0] 1 = !![0, -1; -1, 0] := by
  intro p r
  rw [kato_first_order]
  refine ⟨?_, ?_, ?_, ?_⟩ <;> ext i j <;> fin_cases i <;> fin_cases j <;>
    simp [p, r, Matrix.mul_apply, Fin.sum_univ_succ]

end KatoProjector
```

```lean
#print axioms KatoProjector.kato_series_idempotent
```

```
'KatoProjector.kato_series_idempotent' depends on axioms: [propext, Classical.choice, Quot.sound]
```

## Letters, chains and the level they describe

Let $P$ project onto the level with energy $E_0$, let $Q=1-P$, and let $R=Q(E_0-H_0)^{-1}Q$ be the reduced resolvent, with the inverse taken on the range of $Q$. Some texts use the opposite sign for $R$. Then $P^2=P$ and $PR=RP=0$, and these are the hypotheses `hP`, `hPR` and `hRP`. In Lean, `P`, `R` and `V` are elements of an arbitrary ring `A`, so $V$ need not be Hermitian and the level may be degenerate.

The letters are $S_0=-P$ and $S_k=R^k$ for $k>0$. Write $W_n(t)$, in Lean `chainSum P R V n t`, for the sum of all products $S_{k_0}VS_{k_1}\cdots VS_{k_n}$ over natural numbers with $k_0+\dots+k_n=t$. Kato's coefficient `katoCoeff` is $P_n=-W_n(n)$.

`kato_idempotent` states the relation above for every $n$, with `antidiagonal n` listing the pairs $i+j=n$. `kato_series_idempotent` states it as one identity of formal power series, so convergence plays no part. That these $P_n$ are the Taylor coefficients of the actual spectral projector is a separate, analytic step: one expands the resolvent of $H_0+\lambda V$ and integrates around $E_0$.

Effective Hamiltonians in degenerate perturbation theory can be built from this projector, and the identity gives a necessary check on its computed coefficients. The formula has a single energy $E_0$, so it does not apply to a group of levels with different energies taken as a whole. For a finite group of isolated levels, the projector onto the group is the sum of the series of its levels, each with its own $E_0$, $P$ and $R$.

## Merging two letters

Set $W_n(t)=0$ for $t<0$ (`chainInt`), and likewise $S_k=0$ for $k<0$. Let $\theta(m)=1$ for $m\ge1$ and $0$ otherwise; this is `step`, which vanishes at zero, unlike some versions of the Heaviside function. For all integers $a,b$,
$$S_aS_b=[\theta(a)-\theta(1-b)]\,S_{a+b}.$$

- If $a=b=0$, the left side is $P^2=P$ and the right side is $-S_0=P$.
- If exactly one index is zero and the other positive, both sides vanish, by $PR=RP=0$.
- If both are positive, the bracket is $1$ and $R^aR^b=R^{a+b}$.
- If one is negative, the left side vanishes; on the right either $a+b<0$ or the bracket is zero.

This is `letter_mul`, proved by the same cases.

## Cutting a chain at every position

Splitting off the first letter gives
$$W_{n+1}(t)=\sum_{k\ge0}S_kV\,W_n(t-k).$$
`chainSum_succ` proves it by matching each tuple with its first entry and its tail; `int_succ` extends it to integer totals, with a finite cutoff `N` above $t$.

The central identity, `sum_cuts`, is
$$\sum_{j=0}^{n}W_j(j+a)\,W_{n-j}(t-j-a)=[\theta(a)-\theta(n+1+a-t)]\,W_n(t).$$
For $n=0$ it is the merging rule with $b=t-a$. For the step to $n+1$, expand every term in $S_kV\,W_n(t-k)$:

- The cuts with $j\ge1$ (`h1`) leave $S_kV$ in front. The induction hypothesis, with $a+1-k$ and $t-k$ for $a$ and $t$, gives the factor $\theta(a+1-k)-\theta(n+2+a-t)$.
- The cut $j=0$ (`h0`) contains $S_aS_{k-a}$, which merges to $[\theta(a)-\theta(a+1-k)]S_k$.

The terms $\theta(a+1-k)$ cancel. What remains does not depend on $k$, and the recursion reassembles $W_{n+1}(t)$.

With $a=0$ and $t=n$ the bracket is $\theta(0)-\theta(1)=-1$. Since the two minus signs in $P_jP_{n-j}$ cancel,
$$\sum_{j=0}^nP_jP_{n-j}=\sum_{j=0}^nW_j(j)W_{n-j}(n-j)=-W_n(n)=P_n.$$

## Lowest orders and a failure

At $n=0$ the statement is $P^2=P$. At first order $P_1=PVR+RVP$ (`kato_first_order`, which needs no hypotheses). For $H_0=\mathrm{diag}(0,1)$, the lower level and $V=\sigma_x$, this gives $P_1=-\sigma_x$, as `kato_witness` confirms.

The relations $P^2=P$ and $RP=0$ alone do not suffice. With $E_{ij}$ the $2\times2$ matrix units, take $P=E_{11}$, $R=E_{12}$ and $V=E_{21}$, so that $PR=E_{12}\neq0$. Then $P_1=E_{11}$, but $P_0P_1+P_1P_0=2E_{11}$. This example is purely algebraic: $V$ is not Hermitian, and $R$ is not a reduced resolvent, which would satisfy $PR=0$.
